# N uniform grid points give the coefficients up to L of the p-th power exactly, for all signals of degree at most L on a circle, if and only if N > (p+1)L

## Activations evaluated on a grid

Some equivariant interatomic potentials store angular features of an atomic environment as expansion coefficients. To apply a nonlinear activation, such a network can evaluate the feature on a grid, act on the values point by point, and project back onto the coefficients it keeps. The activation creates higher harmonics, and a coarse grid mistakes some of them for low ones. When the environment is rotated, such an aliased term does not transform like the low harmonic it is mistaken for, which spoils equivariance.

How many points prevent this? Take a circle in place of the sphere, and a power p ≥ 1 as the activation. The feature is a real function

f(t) = Σ c(k) exp(ikt), summed over |k| ≤ L.

Here L is the largest wavenumber on the circle, not a degree of spherical harmonics.

## The threshold and the error at it

The exact coefficient m of a function g is the average of g(t) exp(−imt) over one period. The grid coefficient is the same average over the points 2πj/N, j = 0, …, N−1. In Lean these are `exactCoeff` and `gridCoeff`, and `IsTrigPoly L f` says that f has the form above.

`grid_exact_iff` states that, for p, N ≥ 1, the two coefficients of f^p agree for all such f and all |m| ≤ L if and only if `(p + 1) * L < N`. If N ≤ (p+1)L, some signal fails, though not every one: constants, for example, are still safe as long as N > L. Harmonics of f^p above L are discarded, so nothing is claimed about them.

`threshold_error` takes N = (p+1)L with L ≥ 1 and gives grid minus exact coefficient L as c(−L)^p. For f = cos(Lt), `cos_threshold_error` gives 2^(−p).

For power activations on a circle, the smallest grid that gives the kept coefficients exactly for every signal therefore has (p+1)L + 1 points. The step to a real network, with its quadrature over the sphere and usually non-polynomial activation, remains to be made.

## Counting the aliased tuples

The average of exp(int) over the period is 1 for n = 0. Otherwise it is

(exp(2πin) − 1)/(2πin) = 0.

On the grid, put q = exp(2πin/N). If N divides n, then q = 1 and the average is 1. If not, q ≠ 1 but q^N = 1, so the average is

(1/N)(q^N − 1)/(q − 1) = 0.

Now expand the power over tuples κ of p wavenumbers between −L and L, with total K = Σᵢ κᵢ:

f(t)^p exp(−imt) = Σ_κ [∏ᵢ c(κᵢ)] exp(i(K − m)t).

The exact average keeps K = m, while the grid keeps every K for which N divides K − m. Hence

grid − exact = Σ ∏ᵢ c(κᵢ), over tuples with K − m a nonzero multiple of N.

**Enough points.** Since |K| ≤ pL and |m| ≤ L, we have |K − m| ≤ (p+1)L. If N exceeds this, no tuple contributes.

**Too few points.** Let N ≤ (p+1)L and take f = Σ cos(kt) over |k| ≤ L, for which every c(k) is 1. The error in coefficient L is then the number of aliased tuples. The total K = L − N lies between −pL and pL, so some tuple attains it, and the error is positive.

**At the threshold.** For N = (p+1)L and m = L, K − L lies between −(p+1)L and (p−1)L. Its only possible nonzero multiple of N is −N, so K = −pL. Every κᵢ must equal −L, and the error is c(−L)^p. The cosine has c(±L) = 1/2.

## The complete Lean file

```lean
import Mathlib

open scoped Real

namespace GridNonlinearity

noncomputable section

/-- The plane wave `exp(i n t)` on the circle. -/
def wave (n : ℤ) (t : ℝ) : ℂ := Complex.exp ((n : ℂ) * (t : ℂ) * Complex.I)

/-- The sum of the waves `c k * exp(i k t)` over `|k| ≤ L`. -/
def trigSum (L : ℕ) (c : ℤ → ℂ) (t : ℝ) : ℂ :=
  ∑ k ∈ Finset.Icc (-(L : ℤ)) L, c k * wave k t

/-- A real signal is a trigonometric polynomial of degree at most `L`. -/
def IsTrigPoly (L : ℕ) (f : ℝ → ℝ) : Prop :=
  ∃ c : ℤ → ℂ, ∀ t, (f t : ℂ) = trigSum L c t

/-- The exact Fourier coefficient: the average of `g(t) exp(-i m t)` over one period. -/
def exactCoeff (g : ℝ → ℝ) (m : ℤ) : ℂ :=
  (1 / (2 * (π : ℂ))) * ∫ t in (0 : ℝ)..(2 * π), (g t : ℂ) * wave (-m) t

/-- The Fourier coefficient computed from the `N` grid points `2 π j / N`, for `N ≥ 1`. -/
def gridCoeff (N : ℕ) (g : ℝ → ℝ) (m : ℤ) : ℂ :=
  (1 / (N : ℂ)) * ∑ j ∈ Finset.range N,
    (g (2 * π * j / N) : ℂ) * wave (-m) (2 * π * j / N)

/-- The `p`-tuples of wavenumbers between `-L` and `L`. -/
def modes (L p : ℕ) : Finset (Fin p → ℤ) :=
  Fintype.piFinset fun _ => Finset.Icc (-(L : ℤ)) L

lemma mem_modes {L p : ℕ} {κ : Fin p → ℤ} :
    κ ∈ modes L p ↔ ∀ i, -(L : ℤ) ≤ κ i ∧ κ i ≤ L := by
  simp [modes]

/-- The average of a wave over the period is one for wavenumber zero and zero otherwise. -/
theorem mean_wave (n : ℤ) :
    (1 / (2 * (π : ℂ))) * ∫ t in (0 : ℝ)..(2 * π), wave n t = if n = 0 then 1 else 0 := by
  have hpi : (π : ℂ) ≠ 0 := Complex.ofReal_ne_zero.mpr Real.pi_ne_zero
  split_ifs with h
  · subst h
    have e : ∀ t, wave 0 t = 1 := by intro t; simp [wave]
    simp only [e, intervalIntegral.integral_const, sub_zero, Complex.real_smul, mul_one]
    push_cast
    field_simp
  · have e : ∀ t, wave n t = Complex.exp (((n : ℂ) * Complex.I) * (t : ℂ)) := by
      intro t
      rw [wave]
      congr 1
      ring
    have hc : (n : ℂ) * Complex.I ≠ 0 :=
      mul_ne_zero (Int.cast_ne_zero.mpr h) Complex.I_ne_zero
    have h1 : Complex.exp (((n : ℂ) * Complex.I) * ((2 * π : ℝ) : ℂ)) = 1 :=
      Complex.exp_eq_one_iff.mpr ⟨n, by push_cast; ring⟩
    simp only [e]
    rw [integral_exp_mul_complex hc, h1]
    simp

/-- The average of a wave over `N ≥ 1` grid points is one if `N` divides the wavenumber
and zero otherwise. -/
theorem grid_mean_wave {N : ℕ} (hN : 1 ≤ N) (n : ℤ) :
    (1 / (N : ℂ)) * ∑ j ∈ Finset.range N, wave n (2 * π * j / N)
      = if (N : ℤ) ∣ n then 1 else 0 := by
  have hN0 : (N : ℂ) ≠ 0 := Nat.cast_ne_zero.mpr (by omega)
  -- the samples are the powers of one root of unity
  have hpow : ∀ j : ℕ, wave n (2 * π * j / N) = wave n (2 * π / N) ^ j := by
    intro j
    rw [wave, wave, ← Complex.exp_nat_mul]
    congr 1
    push_cast
    ring
  have hone : wave n (2 * π / N) = 1 ↔ (N : ℤ) ∣ n := by
    rw [wave, Complex.exp_eq_one_iff]
    constructor
    · rintro ⟨k, hk⟩
      push_cast at hk
      have h3 : (n : ℂ) = N * k := by
        apply mul_right_cancel₀ Complex.two_pi_I_ne_zero
        calc (n : ℂ) * (2 * π * Complex.I)
            = N * (n * (2 * π / N) * Complex.I) := by field_simp
          _ = N * k * (2 * π * Complex.I) := by rw [hk]; ring
      exact ⟨k, by exact_mod_cast h3⟩
    · rintro ⟨k, rfl⟩
      exact ⟨k, by push_cast; field_simp⟩
  have hroot : wave n (2 * π / N) ^ N = 1 := by
    rw [← hpow, wave, Complex.exp_eq_one_iff]
    exact ⟨n, by push_cast; field_simp⟩
  simp only [hpow]
  split_ifs with h
  · simp [hone.mpr h, hN0]
  · rw [geom_sum_eq (fun h' => h (hone.mp h')), hroot]
    simp

/-- The `p`-th power of a trigonometric sum is a sum of waves over `p`-tuples of
wavenumbers, here multiplied by `exp(-i m t)`. -/
theorem pow_expansion (L p : ℕ) (c : ℤ → ℂ) (m : ℤ) (t : ℝ) :
    trigSum L c t ^ p * wave (-m) t
      = ∑ κ ∈ modes L p, (∏ i, c (κ i)) * wave ((∑ i, κ i) - m) t := by
  have h := Finset.prod_univ_sum (fun _ : Fin p => Finset.Icc (-(L : ℤ)) L)
    (fun _ k => c k * wave k t)
  rw [Finset.prod_const, Finset.card_univ, Fintype.card_fin] at h
  have h' : trigSum L c t ^ p = ∑ κ ∈ modes L p, ∏ i, (c (κ i) * wave (κ i) t) := h
  rw [h', Finset.sum_mul]
  refine Finset.sum_congr rfl fun κ _ => ?_
  rw [Finset.prod_mul_distrib, mul_assoc]
  congr 1
  simp only [wave]
  rw [← Complex.exp_sum, ← Complex.exp_add, ← Finset.sum_mul, ← Finset.sum_mul]
  congr 1
  push_cast
  ring

/-- Aliasing formula: for `N ≥ 1` and a real trigonometric polynomial `f` of degree at most `L`, the
grid error in coefficient `m` of `f^p` is the sum of the products of coefficients of `f` over all
`p`-tuples of wavenumbers between `-L` and `L` whose total differs from `m` by a nonzero multiple of
`N`. -/
theorem aliasing_error {L N : ℕ} (p : ℕ) (hN : 1 ≤ N) {f : ℝ → ℝ} {c : ℤ → ℂ}
    (hf : ∀ t, (f t : ℂ) = trigSum L c t) (m : ℤ) :
    gridCoeff N (fun t => f t ^ p) m - exactCoeff (fun t => f t ^ p) m
      = ∑ κ ∈ (modes L p).filter
          (fun κ => (N : ℤ) ∣ (∑ i, κ i) - m ∧ (∑ i, κ i) ≠ m), ∏ i, c (κ i) := by
  have hg : gridCoeff N (fun t => f t ^ p) m
      = ∑ κ ∈ modes L p, if (N : ℤ) ∣ (∑ i, κ i) - m then ∏ i, c (κ i) else 0 := by
    simp only [gridCoeff, Complex.ofReal_pow, hf, pow_expansion]
    rw [Finset.sum_comm, Finset.mul_sum]
    refine Finset.sum_congr rfl fun κ _ => ?_
    rw [← Finset.mul_sum, mul_left_comm, grid_mean_wave hN, mul_ite, mul_one, mul_zero]
  have he : exactCoeff (fun t => f t ^ p) m
      = ∑ κ ∈ modes L p, if (∑ i, κ i) = m then ∏ i, c (κ i) else 0 := by
    simp only [exactCoeff, Complex.ofReal_pow, hf, pow_expansion]
    rw [intervalIntegral.integral_finsetSum, Finset.mul_sum]
    · refine Finset.sum_congr rfl fun κ _ => ?_
      rw [intervalIntegral.integral_const_mul, mul_left_comm, mean_wave]
      simp only [sub_eq_zero, mul_ite, mul_one, mul_zero]
    · intro κ _
      apply Continuous.intervalIntegrable
      unfold wave
      fun_prop
  rw [hg, he, ← Finset.sum_sub_distrib, Finset.sum_filter]
  refine Finset.sum_congr rfl fun κ _ => ?_
  by_cases h : (∑ i, κ i) = m <;> simp [h]

lemma modes_bound {L p : ℕ} {κ : Fin p → ℤ} (h : κ ∈ modes L p) :
    -((p : ℤ) * L) ≤ ∑ i, κ i ∧ ∑ i, κ i ≤ (p : ℤ) * L := by
  rw [mem_modes] at h
  have h1 : ∑ _i : Fin p, (-(L : ℤ)) ≤ ∑ i, κ i := Finset.sum_le_sum fun i _ => (h i).1
  have h2 : ∑ i, κ i ≤ ∑ _i : Fin p, (L : ℤ) := Finset.sum_le_sum fun i _ => (h i).2
  exact ⟨by simpa using h1, by simpa using h2⟩

lemma exists_modes (L p : ℕ) : ∀ n : ℤ, -((p : ℤ) * L) ≤ n → n ≤ (p : ℤ) * L →
    ∃ κ ∈ modes L p, ∑ i, κ i = n := by
  induction p with
  | zero =>
    intro n h1 h2
    refine ⟨fun _ => 0, mem_modes.mpr fun i => i.elim0, ?_⟩
    simp at h1 h2 ⊢
    omega
  | succ p ih =>
    intro n h1 h2
    push_cast at h1 h2
    have hL : (0 : ℤ) ≤ L := by positivity
    have hP : (0 : ℤ) ≤ (p : ℤ) * L := by positivity
    -- move one wavenumber as far towards the target as allowed
    obtain ⟨k, hk1, hk2, h3, h4⟩ : ∃ k : ℤ, -(L : ℤ) ≤ k ∧ k ≤ L ∧
        -((p : ℤ) * L) ≤ n - k ∧ n - k ≤ (p : ℤ) * L := by
      rcases lt_or_ge (L : ℤ) n with h | h
      · exact ⟨L, by linarith, le_rfl, by linarith, by linarith⟩
      · rcases lt_or_ge n (-(L : ℤ)) with h' | h'
        · exact ⟨-L, le_rfl, by linarith, by linarith, by linarith⟩
        · exact ⟨n, h', h, by linarith, by linarith⟩
    obtain ⟨κ, hκ, hs⟩ := ih (n - k) h3 h4
    refine ⟨Fin.cons k κ, mem_modes.mpr fun i => ?_, ?_⟩
    · refine Fin.cases ?_ (fun j => ?_) i
      · simpa using And.intro hk1 hk2
      · simpa using mem_modes.mp hκ j
    · rw [Fin.sum_univ_succ]
      simp only [Fin.cons_zero, Fin.cons_succ, hs]
      ring

lemma cos_eq_wave (k : ℤ) (t : ℝ) :
    ((Real.cos (k * t) : ℝ) : ℂ) = (wave k t + wave (-k) t) / 2 := by
  rw [Complex.ofReal_cos, Complex.cos]
  simp only [wave]
  push_cast
  simp only [neg_mul]

lemma cos_sum_eq (L : ℕ) (t : ℝ) :
    ((∑ k ∈ Finset.Icc (-(L : ℤ)) L, Real.cos (k * t) : ℝ) : ℂ)
      = trigSum L (fun _ => 1) t := by
  have hneg : ∑ k ∈ Finset.Icc (-(L : ℤ)) L, wave (-k) t
      = ∑ k ∈ Finset.Icc (-(L : ℤ)) L, wave k t := by
    refine Finset.sum_nbij' (fun k => -k) (fun k => -k) ?_ ?_ ?_ ?_ ?_
    · intro a ha
      simp only [Finset.mem_Icc] at ha ⊢
      omega
    · intro a ha
      simp only [Finset.mem_Icc] at ha ⊢
      omega
    · intro a _
      exact neg_neg a
    · intro a _
      exact neg_neg a
    · intro a _
      rfl
  rw [Complex.ofReal_sum]
  simp only [cos_eq_wave, trigSum, one_mul]
  rw [← Finset.sum_div, Finset.sum_add_distrib, hneg]
  ring

/-- For `p, N ≥ 1`, the `N`-point grid gives all Fourier coefficients with `|m| ≤ L` of `f^p`
correctly, for every real trigonometric polynomial `f` of degree at most `L`, if and only if
`N > (p+1) L`. -/
theorem grid_exact_iff {L p N : ℕ} (hp : 1 ≤ p) (hN : 1 ≤ N) :
    (∀ f : ℝ → ℝ, IsTrigPoly L f → ∀ m : ℤ, |m| ≤ L →
      gridCoeff N (fun t => f t ^ p) m = exactCoeff (fun t => f t ^ p) m)
    ↔ (p + 1) * L < N := by
  constructor
  · intro h
    by_contra hlt
    have hle : (N : ℤ) ≤ ((p : ℤ) + 1) * L := by exact_mod_cast not_lt.mp hlt
    have hN' : (1 : ℤ) ≤ N := by exact_mod_cast hN
    have hpL : (L : ℤ) ≤ (p : ℤ) * L := by exact_mod_cast Nat.le_mul_of_pos_left L hp
    -- all coefficients of this signal are one, so aliasing errors cannot cancel
    have e := aliasing_error p hN (cos_sum_eq L) (L : ℤ)
    rw [h _ ⟨_, cos_sum_eq L⟩ L (by simp), sub_self] at e
    simp only [Finset.prod_const_one, Finset.sum_const, nsmul_eq_mul, mul_one] at e
    have h0 := Finset.card_eq_zero.mp (Nat.cast_eq_zero.mp e.symm)
    obtain ⟨κ, hκ, hs⟩ := exists_modes L p ((L : ℤ) - N) (by linarith) (by linarith)
    refine (Finset.filter_eq_empty_iff.mp h0) hκ ⟨?_, ?_⟩
    · rw [hs]
      exact ⟨-1, by ring⟩
    · rw [hs]
      intro h'
      linarith
  · rintro hlt f ⟨c, hf⟩ m hm
    have hlt' : ((p : ℤ) + 1) * L < N := by exact_mod_cast hlt
    obtain ⟨hm1, hm2⟩ := abs_le.mp hm
    rw [← sub_eq_zero, aliasing_error p hN hf m]
    -- no total wavenumber can reach the nearest alias of `m`
    refine Finset.sum_eq_zero fun κ hκ => ?_
    obtain ⟨hκ, hd, hne⟩ := Finset.mem_filter.mp hκ
    obtain ⟨b1, b2⟩ := modes_bound hκ
    exfalso
    rcases lt_or_gt_of_ne hne with h | h
    · have := Int.le_of_dvd (sub_pos.mpr h) (dvd_sub_comm.mp hd)
      linarith
    · have := Int.le_of_dvd (sub_pos.mpr h) hd
      linarith

/-- Let `f` be a real trigonometric polynomial of degree at most `L`, with `L ≥ 1`. On the grid with
`N = (p+1) L` points, the error in coefficient `L` of `f^p` is the `p`-th power of the coefficient
of `f` at wavenumber `-L`. -/
theorem threshold_error {L : ℕ} (p : ℕ) (hL : 1 ≤ L) {f : ℝ → ℝ} {c : ℤ → ℂ}
    (hf : ∀ t, (f t : ℂ) = trigSum L c t) :
    gridCoeff ((p + 1) * L) (fun t => f t ^ p) L - exactCoeff (fun t => f t ^ p) L
      = c (-L) ^ p := by
  have hL' : (1 : ℤ) ≤ L := by exact_mod_cast hL
  have hP : (0 : ℤ) ≤ (p : ℤ) * L := by positivity
  rw [aliasing_error p (Nat.mul_pos (Nat.succ_pos p) hL) hf]
  -- the only aliased tuple is the one with every wavenumber equal to `-L`
  rw [Finset.sum_eq_single (fun _ => -(L : ℤ))]
  · simp
  · intro κ hκ hne
    exfalso
    obtain ⟨hκ, hd, hs⟩ := Finset.mem_filter.mp hκ
    obtain ⟨b1, b2⟩ := modes_bound hκ
    rcases lt_or_gt_of_ne hs with h | h
    · have h1 := Int.le_of_dvd (sub_pos.mpr h) (dvd_sub_comm.mp hd)
      push_cast at h1
      have h2 : ∑ i, (κ i + (L : ℤ)) = 0 := by
        rw [Finset.sum_add_distrib, Finset.sum_const, Finset.card_univ, Fintype.card_fin,
          nsmul_eq_mul]
        linarith
      have h3 := (Finset.sum_eq_zero_iff_of_nonneg
        (fun i _ => by linarith [(mem_modes.mp hκ i).1])).mp h2
      exact hne (funext fun i => by linarith [h3 i (Finset.mem_univ i)])
    · have h1 := Int.le_of_dvd (sub_pos.mpr h) hd
      push_cast at h1
      linarith
  · intro hn
    exfalso
    apply hn
    have hs : ∑ _i : Fin p, (-(L : ℤ)) = -((p : ℤ) * L) := by simp
    refine Finset.mem_filter.mpr ⟨mem_modes.mpr fun _ => ⟨le_rfl, by linarith⟩, ?_, ?_⟩
    · rw [hs]
      exact ⟨-1, by push_cast; ring⟩
    · rw [hs]
      intro h
      linarith

/-- For `f = cos(L t)` with `L ≥ 1`, the grid with `(p+1) L` points makes coefficient `L`
of `f^p` too large by `2^(-p)`. -/
theorem cos_threshold_error {L : ℕ} (p : ℕ) (hL : 1 ≤ L) :
    gridCoeff ((p + 1) * L) (fun t => Real.cos (L * t) ^ p) L
      - exactCoeff (fun t => Real.cos (L * t) ^ p) L = (1 / 2) ^ p := by
  have hf : ∀ t : ℝ, ((Real.cos (L * t) : ℝ) : ℂ) = trigSum L
      (fun k => (if k = (L : ℤ) then 1 / 2 else 0) + (if k = -(L : ℤ) then 1 / 2 else 0)) t := by
    intro t
    have h := cos_eq_wave (L : ℤ) t
    rw [Int.cast_natCast] at h
    have m1 : (L : ℤ) ∈ Finset.Icc (-(L : ℤ)) L := Finset.mem_Icc.mpr (by omega)
    have m2 : -(L : ℤ) ∈ Finset.Icc (-(L : ℤ)) L := Finset.mem_Icc.mpr (by omega)
    rw [h]
    simp only [trigSum, add_mul, Finset.sum_add_distrib, ite_mul, zero_mul,
      Finset.sum_ite_eq', if_pos m1, if_pos m2]
    ring
  rw [threshold_error p hL hf]
  have hne : ¬ (-(L : ℤ) = L) := by omega
  simp only [if_neg hne, if_true, zero_add]

end

end GridNonlinearity
```

```lean
#print axioms GridNonlinearity.grid_exact_iff
-- 'GridNonlinearity.grid_exact_iff' depends on axioms: [propext, Classical.choice, Quot.sound]
#print axioms GridNonlinearity.cos_threshold_error
-- 'GridNonlinearity.cos_threshold_error' depends on axioms: [propext, Classical.choice, Quot.sound]
```

## From the averages to the equivalence

`mean_wave` and `grid_mean_wave` are the two averages, the second by the geometric sum. `pow_expansion` multiplies out the power, and `aliasing_error` exchanges sums and averages and subtracts.

`modes_bound` supplies |K| ≤ pL. Its converse, `exists_modes`, builds a tuple with a prescribed total by induction on p: one wavenumber moves as far towards the target as allowed, and the rest make up the remainder. `cos_sum_eq` shows that the counterexample is real with unit coefficients, by pairing k with −k.

In `grid_exact_iff`, the forward direction assumes too few points and turns the supposed zero error into an empty set of aliased tuples, which `exists_modes` contradicts. The reverse direction uses `Int.le_of_dvd`: a positive multiple of N is at least N.

`threshold_error` isolates one tuple with `Finset.sum_eq_single`. The numbers κᵢ + L are nonnegative and sum to zero, so each vanishes. `cos_threshold_error` then inserts the two coefficients of the cosine.
